# A trial function for H₂⁺ with the averaged nuclear cusp but unequal slopes along the bond

## An electron close to one of two protons

In H₂⁺ a single electron moves in the field of two protons. Close to one of them the attraction diverges as −1/r, with r the distance to that proton in atomic units, and the ground-state wavefunction has a cusp there. The cusp condition fixes the slope at the proton, averaged over directions, as minus the value of the wavefunction. In three dimensions, this lets the kinetic term cancel the −1/r divergence for the trial function below.

The second proton singles out a direction in space. Does the slope still have the prescribed value along each separate ray? A sum of two exponentials shows that it need not, even when the average is right.

## Two exponentials with one exponent

Let the protons sit at distinct points A and B, and write

R = ‖B − A‖,  e = (B − A)/R,

ψ(r) = exp(−ζ‖r − A‖) + exp(−ζ‖r − B‖),

where r is now the electron's position and ζ a real exponent. The claim is that the equation

ζ = 1 + exp(−ζR)

has exactly one real solution, which lies between 1 and 2. With this ζ, the slopes of ψ along any two opposite directions have mean −ψ(A) at A and −ψ(B) at B. Yet the slope at A towards B is greater than the slope away from B.

This is `h2plus_cusp_counterexample`, whose only hypothesis is A ≠ B. Its terms read as follows:

- `E`, the space of positions, is any real inner product space, ordinary three-dimensional space included.
- `trial ζ A B` is ψ, and `bondDir A B` is e.
- `HasSlope ψ P n s` says that t ↦ ψ(P + t n) has the one-sided derivative s at t = 0, taken over t ≥ 0.
- `AveragedCusp ψ P` says that for every unit vector n the slopes along n and −n exist and have mean −ψ(P). The factor −1 stands for the unit charge of the proton.

Averaging over opposite pairs is at least as strict as averaging over the whole sphere, since the sphere is made up of such pairs.

The cusp condition enters as a definition and is not derived from a Schrödinger equation. No Hamiltonian or energy appears, and ψ is a trial function, not an eigenstate of H₂⁺. For electronic structure, the result means that testing this one-electron, one-parameter function along a single ray can report a cusp error although the averaged condition holds.

## The slope along a ray from A

Take a unit vector n and set r = A + t n with t ≥ 0. The distance to A is t. The distance to B is

d(t) = √(R² − 2tR⟨n,e⟩ + t²).

The radicand is R² > 0 at t = 0, so d is differentiable there, with

d′(0) = −2R⟨n,e⟩ / (2R) = −⟨n,e⟩.

Differentiating exp(−ζt) + exp(−ζd(t)) at t = 0 gives the slope

s(n) = −ζ + ζ exp(−ζR)⟨n,e⟩.

Replacing n by −n changes the sign of the last term only, so

(s(n) + s(−n))/2 = −ζ.

Since ψ(A) = 1 + exp(−ζR), the averaged condition at A holds exactly when ζ = 1 + exp(−ζR). Exchanging A and B leaves ψ unchanged, so the same equation settles the condition at B.

## One exponent for each bond length

Let f(z) = z − exp(−zR). Then

f(1) = 1 − exp(−R) < 1,  f(2) = 2 − exp(−2R) > 1,

and by continuity f(ζ) = 1 for some ζ between 1 and 2. If a < b were both solutions of z = 1 + exp(−zR), then exp(−bR) < exp(−aR) would give b < a, a contradiction. The solution is therefore unique among all real numbers.

For this ζ we have ψ(A) = ζ, and the slope relative to the value is

s(n)/ψ(A) = −1 + exp(−ζR)⟨n,e⟩,

a ratio that does not depend on how ψ is normalised. It equals −1 exactly when n is perpendicular to the bond. Along the bond,

s(e) − s(−e) = 2ζ exp(−ζR) > 0.

Both slopes are negative: ψ falls off in either direction, but less steeply towards the other proton.

## The cusp calculation in Lean

```lean
import Mathlib

open Set

namespace H2PlusCusp

noncomputable section

variable {E : Type*} [NormedAddCommGroup E] [InnerProductSpace ℝ E]

/-- The sum of two exponentials with common exponent `ζ`, centred on protons at `A` and `B`. -/
def trial (ζ : ℝ) (A B r : E) : ℝ :=
  Real.exp (-ζ * ‖r - A‖) + Real.exp (-ζ * ‖r - B‖)

/-- The unit vector pointing from `A` to `B`, for distinct points `A` and `B`. -/
def bondDir (A B : E) : E := ‖B - A‖⁻¹ • (B - A)

/-- The function `ψ` has one-sided slope `s` when one leaves the point `P` along `n`. -/
def HasSlope (ψ : E → ℝ) (P n : E) (s : ℝ) : Prop :=
  HasDerivWithinAt (fun t : ℝ => ψ (P + t • n)) s (Ici 0) 0

/-- The cusp condition for a proton at `P`, averaged over opposite directions: the slopes
along `n` and `-n` exist and have mean `-ψ(P)`, for every unit vector `n`. -/
def AveragedCusp (ψ : E → ℝ) (P : E) : Prop :=
  ∀ n : E, ‖n‖ = 1 → ∃ s s' : ℝ,
    HasSlope ψ P n s ∧ HasSlope ψ P (-n) s' ∧ (s + s') / 2 = -ψ P

/-- A function has at most one slope at a given point along a given direction. -/
theorem slope_unique {ψ : E → ℝ} {P n : E} {s s' : ℝ}
    (h : HasSlope ψ P n s) (h' : HasSlope ψ P n s') : s = s' := by
  unfold HasSlope at h h'
  have hu : UniqueDiffWithinAt ℝ (Ici (0 : ℝ)) 0 :=
    uniqueDiffOn_Ici (0 : ℝ) 0 (mem_Ici.mpr le_rfl)
  exact (h.derivWithin hu).symm.trans (h'.derivWithin hu)

/-- The bond direction between distinct protons has unit length. -/
theorem norm_bondDir {A B : E} (hAB : A ≠ B) : ‖bondDir A B‖ = 1 := by
  have hR : ‖B - A‖ ≠ 0 := norm_ne_zero_iff.mpr (sub_ne_zero.mpr hAB.symm)
  rw [bondDir, norm_smul, norm_inv, norm_norm, inv_mul_cancel₀ hR]

omit [InnerProductSpace ℝ E] in
/-- At proton `A` the trial function has the value `1 + exp(-ζR)`. -/
theorem trial_at_nucleus (ζ : ℝ) (A B : E) :
    trial ζ A B A = 1 + Real.exp (-ζ * ‖B - A‖) := by
  rw [trial, sub_self, norm_zero, mul_zero, Real.exp_zero, norm_sub_rev A B]

/-- The slope of the trial function at `A` along a unit vector `n` is
`-ζ + ζ exp(-ζR) ⟨n, e⟩`, where `e` points from `A` to `B`. -/
theorem trial_slope {A B n : E} (ζ : ℝ) (hAB : A ≠ B) (hn : ‖n‖ = 1) :
    HasSlope (trial ζ A B) A n
      (-ζ + ζ * Real.exp (-ζ * ‖B - A‖) * inner ℝ n (bondDir A B)) := by
  have hR : 0 < ‖B - A‖ := norm_pos_iff.mpr (sub_ne_zero.mpr hAB.symm)
  have hR' : ‖B - A‖ ≠ 0 := hR.ne'
  -- the distance to the other proton along the ray
  have hdist : ∀ t : ℝ, ‖A + t • n - B‖ =
      Real.sqrt (‖B - A‖ ^ 2 - 2 * inner ℝ n (B - A) * t + t ^ 2) := by
    intro t
    rw [← Real.sqrt_sq (norm_nonneg (A + t • n - B))]
    congr 1
    have e : A + t • n - B = t • n - (B - A) := by abel
    rw [e, norm_sub_sq_real, norm_smul, real_inner_smul_left, hn, mul_one,
      Real.norm_eq_abs, sq_abs]
    ring
  have hp : HasDerivAt (fun t : ℝ => ‖B - A‖ ^ 2 - 2 * inner ℝ n (B - A) * t + t ^ 2)
      (-2 * inner ℝ n (B - A)) 0 :=
    ((((hasDerivAt_id' (0 : ℝ)).const_mul (2 * inner ℝ n (B - A))).const_sub
      (‖B - A‖ ^ 2)).fun_add ((hasDerivAt_id' (0 : ℝ)).fun_pow 2)).congr_deriv (by simp)
  have h0 : ‖B - A‖ ^ 2 - 2 * inner ℝ n (B - A) * 0 + (0 : ℝ) ^ 2 ≠ 0 := by
    have := pow_pos hR 2
    intro h
    nlinarith
  have hr : Real.sqrt (‖B - A‖ ^ 2 - 2 * inner ℝ n (B - A) * 0 + (0 : ℝ) ^ 2)
      = ‖B - A‖ := by simp
  have hd : HasDerivAt (fun t : ℝ => ‖A + t • n - B‖) (-inner ℝ n (bondDir A B)) 0 := by
    rw [funext hdist]
    refine (hp.sqrt h0).congr_deriv ?_
    rw [hr, bondDir, real_inner_smul_right]
    field_simp
  -- both exponentials are differentiated along the ray
  have hA : HasDerivAt
      (fun t : ℝ => Real.exp (-ζ * t) + Real.exp (-ζ * ‖A + t • n - B‖))
      (-ζ + ζ * Real.exp (-ζ * ‖B - A‖) * inner ℝ n (bondDir A B)) 0 := by
    have h1 := ((hasDerivAt_id' (0 : ℝ)).const_mul (-ζ)).exp
    have h2 := (hd.const_mul (-ζ)).exp
    refine (h1.fun_add h2).congr_deriv ?_
    have h3 : ‖A + (0 : ℝ) • n - B‖ = ‖B - A‖ := by
      rw [zero_smul, add_zero, norm_sub_rev]
    simp only [h3, mul_zero, Real.exp_zero]
    ring
  have hfun : ∀ t ∈ Ici (0 : ℝ), trial ζ A B (A + t • n) =
      Real.exp (-ζ * t) + Real.exp (-ζ * ‖A + t • n - B‖) := by
    intro t ht
    have h4 : ‖A + t • n - A‖ = t := by
      rw [add_sub_cancel_left, norm_smul, hn, mul_one, Real.norm_of_nonneg (mem_Ici.mp ht)]
    rw [trial, h4]
  unfold HasSlope
  exact hA.hasDerivWithinAt.congr hfun (hfun 0 (mem_Ici.mpr le_rfl))

/-- The trial function meets the averaged cusp condition at `A` exactly when
`ζ = 1 + exp(-ζR)`. -/
theorem averagedCusp_iff {A B : E} (ζ : ℝ) (hAB : A ≠ B) :
    AveragedCusp (trial ζ A B) A ↔ ζ = 1 + Real.exp (-ζ * ‖B - A‖) := by
  constructor
  · intro h
    have hn := norm_bondDir hAB
    obtain ⟨s, s', hs, hs', hav⟩ := h (bondDir A B) hn
    have e1 := slope_unique hs (trial_slope ζ hAB hn)
    have e2 := slope_unique hs' (trial_slope ζ hAB (by rwa [norm_neg]))
    rw [trial_at_nucleus, e1, e2, inner_neg_left] at hav
    linarith
  · intro h n hn
    refine ⟨_, _, trial_slope ζ hAB hn, trial_slope ζ hAB (by rwa [norm_neg]), ?_⟩
    rw [trial_at_nucleus, inner_neg_left]
    linarith

/-- For `ζ = 1 + exp(-ζR)`, the slope at `A` along a unit vector `n` equals `-ψ(A)` exactly
when `n` is perpendicular to the bond. -/
theorem directional_cusp_iff {A B n : E} {ζ : ℝ} (hAB : A ≠ B) (hn : ‖n‖ = 1)
    (hζ : ζ = 1 + Real.exp (-ζ * ‖B - A‖)) :
    HasSlope (trial ζ A B) A n (-trial ζ A B A) ↔ inner ℝ n (bondDir A B) = 0 := by
  have hE := Real.exp_pos (-ζ * ‖B - A‖)
  have hpos : 0 < ζ := by linarith
  have hs := trial_slope ζ hAB hn
  constructor
  · intro h
    have e := slope_unique h hs
    rw [trial_at_nucleus] at e
    have hz : ζ * Real.exp (-ζ * ‖B - A‖) * inner ℝ n (bondDir A B) = 0 := by linarith
    exact (mul_eq_zero.mp hz).resolve_left (mul_pos hpos hE).ne'
  · intro h
    have e : -trial ζ A B A =
        -ζ + ζ * Real.exp (-ζ * ‖B - A‖) * inner ℝ n (bondDir A B) := by
      rw [trial_at_nucleus, h, mul_zero]
      linarith
    rw [e]
    exact hs

/-- For every `R > 0` the equation `ζ = 1 + exp(-ζR)` has exactly one real solution, and it
lies between 1 and 2. -/
theorem exponent_unique {R : ℝ} (hR : 0 < R) :
    ∃ ζ ∈ Ioo (1 : ℝ) 2, ∀ z : ℝ, z = 1 + Real.exp (-z * R) ↔ z = ζ := by
  have hc : Continuous (fun z : ℝ => z - Real.exp (-z * R)) := by fun_prop
  have h1 : (1 : ℝ) - Real.exp (-1 * R) < 1 := by linarith [Real.exp_pos (-1 * R)]
  have h2 : (1 : ℝ) < 2 - Real.exp (-2 * R) := by
    have : Real.exp (-2 * R) < 1 := Real.exp_lt_one_iff.mpr (by linarith)
    linarith
  obtain ⟨ζ, hζ, h⟩ := intermediate_value_Ioo (by norm_num : (1 : ℝ) ≤ 2)
    hc.continuousOn (show (1 : ℝ) ∈ Ioo _ _ from ⟨h1, h2⟩)
  have h' : ζ - Real.exp (-ζ * R) = 1 := h
  -- the exponential decreases, so two solutions cannot be ordered
  have key : ∀ a b : ℝ, a < b → Real.exp (-b * R) < Real.exp (-a * R) := fun a b hab =>
    Real.exp_lt_exp.mpr (by nlinarith [mul_pos (sub_pos.mpr hab) hR])
  refine ⟨ζ, hζ, fun z => ⟨fun hz => ?_, fun hz => ?_⟩⟩
  · rcases lt_trichotomy z ζ with hlt | heq | hgt
    · linarith [key z ζ hlt]
    · exact heq
    · linarith [key ζ z hgt]
  · rw [hz]
    linarith

/-- For any two distinct protons a unique `ζ` solves `ζ = 1 + exp(-ζR)`, and it lies in (1,2).
The trial function then meets the averaged cusp condition at both protons, yet its slope at
`A` towards `B` is greater than its slope away from `B`. -/
theorem h2plus_cusp_counterexample {A B : E} (hAB : A ≠ B) :
    ∃ ζ ∈ Ioo (1 : ℝ) 2,
      (∀ z : ℝ, z = 1 + Real.exp (-z * ‖B - A‖) ↔ z = ζ) ∧
      AveragedCusp (trial ζ A B) A ∧ AveragedCusp (trial ζ A B) B ∧
      ∃ s s' : ℝ, HasSlope (trial ζ A B) A (bondDir A B) s ∧
        HasSlope (trial ζ A B) A (-bondDir A B) s' ∧ s' < s := by
  obtain ⟨ζ, hζ, huniq⟩ :=
    exponent_unique (norm_pos_iff.mpr (sub_ne_zero.mpr hAB.symm) : 0 < ‖B - A‖)
  have heq : ζ = 1 + Real.exp (-ζ * ‖B - A‖) := (huniq ζ).mpr rfl
  have hn := norm_bondDir hAB
  refine ⟨ζ, hζ, huniq, (averagedCusp_iff ζ hAB).mpr heq, ?_, _, _,
    trial_slope ζ hAB hn, trial_slope ζ hAB (by rwa [norm_neg]), ?_⟩
  · -- exchanging the protons leaves the trial function unchanged
    have hswap : trial ζ A B = trial ζ B A := funext fun r => add_comm _ _
    rw [hswap]
    refine (averagedCusp_iff ζ hAB.symm).mpr ?_
    rw [norm_sub_rev A B]
    exact heq
  · rw [inner_neg_left, real_inner_self_eq_norm_sq, hn]
    have hpos : 0 < ζ := by linarith [hζ.1]
    linarith [mul_pos hpos (Real.exp_pos (-ζ * ‖B - A‖))]

end

end H2PlusCusp
```

```lean
#print axioms H2PlusCusp.averagedCusp_iff
-- 'H2PlusCusp.averagedCusp_iff' depends on axioms: [propext, Classical.choice, Quot.sound]
#print axioms H2PlusCusp.directional_cusp_iff
-- 'H2PlusCusp.directional_cusp_iff' depends on axioms: [propext, Classical.choice, Quot.sound]
#print axioms H2PlusCusp.h2plus_cusp_counterexample
-- 'H2PlusCusp.h2plus_cusp_counterexample' depends on axioms: [propext, Classical.choice, Quot.sound]
```

## From the squared distance to the two protons

`trial_slope` carries the main calculation. Inside it, `hdist` expands the squared distance to B, `hp` differentiates the radicand, and `hd` obtains d′(0) = −⟨n,e⟩, using `h0` to keep the square root away from zero. `hA` then differentiates exp(−ζt) + exp(−ζd(t)) as a function of all real t. This agrees with ψ along the ray only for t ≥ 0, because the distance to A is |t|. `hfun` records that agreement, and the final `congr` carries the derivative over to the one-sided slope of ψ.

`slope_unique` shows that a one-sided slope has at most one value. `averagedCusp_iff` needs this in its forward direction: the averaged condition supplies some slopes along e and −e, which must be identified with the computed ones before the equation for ζ follows. For the converse, the formula is inserted for an arbitrary n, and `inner_neg_left` supplies the change of sign. `directional_cusp_iff` treats a single direction in the same way and divides out the positive factor ζ exp(−ζR).

`exponent_unique` applies `intermediate_value_Ioo` to f with target value 1. The monotonicity statement `key` then excludes the cases z < ζ and z > ζ that `lt_trichotomy` produces.

The last theorem puts these results together. `hswap` exchanges the two exponentials, so that `averagedCusp_iff` also gives the condition at B. The strict inequality between the slopes reduces to ζ exp(−ζR) > 0, because ⟨e,e⟩ = 1 by `norm_bondDir`.
